# First- and second-order terms of the ADC propagator for finite matrices

## Coupling series, resolvent and propagator

Let $n$ label a finite set of excited configurations and $m$ the channels in which they are probed, such as particle-hole pairs. The $n\times n$ matrix $K$ holds the zeroth-order excitation energies, $w$ is a fixed complex frequency, and $g$ is a real coupling. The interaction and the transition amplitudes are series

$$C=\sum_{k\ge0}g^kC_k,\qquad f=\sum_{k\ge0}g^kf_k,\qquad f^\dagger=\sum_{k\ge0}g^kf_k^\dagger,$$

with $C_k$ of size $n\times n$ and $f_k$ of size $n\times m$. Stopping both at $g^2$ is a special case. Neither $K$ nor $C_k$ has to be Hermitian. The series are formal, so nothing is said about convergence at a given $g$.

```lean
import Mathlib

open Matrix
open scoped PowerSeries
open Finset.HasAntidiagonal (antidiagonal mem_antidiagonal)

namespace AlgebraicDiagrammaticConstruction

noncomputable section

variable {l m n : Type*} [Fintype n] [DecidableEq n]
```

In Lean, `Matrix l m ℂ⟦X⟧` is a matrix whose entries are power series, and `X` plays the role of $g$. A sequence of matrices becomes such a matrix through `series`.

```lean
/-- The matrix power series `A 0 + g A 1 + g² A 2 + ...` in the coupling `g`. -/
def series (A : ℕ → Matrix l m ℂ) : Matrix l m ℂ⟦X⟧ :=
  Matrix.of fun i j => PowerSeries.mk fun k => A k i j
```

Write $[M]_k$ for the matrix coefficient of $g^k$ in $M$; this is `coeffAt k M`.

```lean
/-- The matrix coefficient of `g ^ k` in a matrix of power series. -/
def coeffAt (k : ℕ) (M : Matrix l m ℂ⟦X⟧) : Matrix l m ℂ :=
  Matrix.of fun i j => PowerSeries.coeff k (M i j)
```

Put $D=w-K$ and $G_0=D^{-1}$.

```lean
/-- The free resolvent `G₀ = (w - K)⁻¹`, for `w` outside the spectrum of `K`. -/
def G₀ (w : ℂ) (K : Matrix n n ℂ) : Matrix n n ℂ := (w • (1 : Matrix n n ℂ) - K)⁻¹
```

The secular matrix is $S=D-C$. In the code `PowerSeries.C` embeds a number as a constant series and is unrelated to the interaction `C`.

```lean
/-- The secular matrix `w - K - C`, with the interaction `C` a power series in `g`. -/
def secular (w : ℂ) (K : Matrix n n ℂ) (C : ℕ → Matrix n n ℂ) : Matrix n n ℂ⟦X⟧ :=
  Matrix.of (fun i j => PowerSeries.C ((w • (1 : Matrix n n ℂ) - K) i j)) - series C
```

With $R=S^{-1}$ and $R_k=[R]_k$, the algebraic diagrammatic construction (ADC) writes the part of the polarization propagator with poles at the excitation energies as $P=f^\dagger Rf$. The other part, with poles at the negatives of these energies, is left out, and "the propagator" below means $P$.

```lean
/-- The ADC form `f† (w - K - C)⁻¹ f` of the propagator, for real coupling `g` and
`w` outside the spectrum of `K + C 0`. -/
def propagator (w : ℂ) (K : Matrix n n ℂ) (C : ℕ → Matrix n n ℂ)
    (f : ℕ → Matrix n m ℂ) : Matrix m m ℂ⟦X⟧ :=
  series (fun k => (f k)ᴴ) * (secular w K C)⁻¹ * series f
```

Two assumptions recur. Invertibility of $D$, written `IsUnit (w • (1 : Matrix n n ℂ) - K)`, says that $w$ is not a zeroth-order excitation energy. The condition $C_0=0$ says that everything surviving at zero coupling has been put into $K$.

## (a) One term of a series

For $A=\sum_j g^jA_j$, show that
$$[A]_k=A_k.$$

**Solution.** The entry $(i,j)$ of $A$ is the power series $\sum_k g^k(A_k)_{ij}$, whose coefficient at $g^k$ is $(A_k)_{ij}$.

```lean
/-- The coefficient of `g ^ k` in a series is its `k`-th term. -/
lemma coeffAt_series (k : ℕ) (A : ℕ → Matrix l m ℂ) : coeffAt k (series A) = A k := by
  ext i j
  simp [coeffAt, series]
```

## (b) Orders in a matrix product

Show that
$$[MN]_k=\sum_{p+q=k}[M]_p[N]_q.$$

**Solution.** The entry $(i,j)$ of $MN$ is $\sum_a M_{ia}N_{aj}$. Multiplying two power series gives
$$\sum_a\sum_{p+q=k}([M]_p)_{ia}([N]_q)_{aj}.$$
Exchanging the two finite sums gives the claim. In Lean, `antidiagonal k` is the set of pairs $(p,q)$ with $p+q=k$, and `Finset.sum_comm` is the exchange.

```lean
omit [DecidableEq n] in
/-- Orders of perturbation theory add up in a matrix product. -/
lemma coeffAt_mul (k : ℕ) (M : Matrix l n ℂ⟦X⟧) (N : Matrix n m ℂ⟦X⟧) :
    coeffAt k (M * N) =
      ∑ p ∈ antidiagonal k, coeffAt p.1 M * coeffAt p.2 N := by
  ext i j
  simp only [coeffAt, Matrix.of_apply, Matrix.mul_apply, Matrix.sum_apply, map_sum,
    PowerSeries.coeff_mul]
  exact Finset.sum_comm
```

## (c) The secular matrix at zero coupling

For $C_0=0$, show that
$$[S]_0=w-K.$$

**Solution.** The matrix $D$ contributes only at order zero, so $[S]_0=D-C_0=D$.

```lean
variable {w : ℂ} {K : Matrix n n ℂ} {C C' : ℕ → Matrix n n ℂ}

omit [Fintype n] in
/-- Without a zeroth-order interaction, the secular matrix at `g = 0` is `w - K`. -/
lemma coeffAt_zero_secular (hC : C 0 = 0) :
    coeffAt 0 (secular w K C) = w • (1 : Matrix n n ℂ) - K := by
  ext i j
  change PowerSeries.coeff 0 (PowerSeries.C ((w • (1 : Matrix n n ℂ) - K) i j) -
    PowerSeries.mk fun k => C k i j) = _
  rw [map_sub, PowerSeries.coeff_C, PowerSeries.coeff_mk, if_pos rfl, hC]
  exact sub_zero _
```

## (d) Invertibility from order zero alone

For $D$ invertible and $C_0=0$, show that there is a matrix of power series $R$ with
$$SR=RS=1.$$

**Solution.** The determinant is a polynomial in the entries, so the constant term of $\det S$ is $\det[S]_0=\det D\neq0$. A power series $\sum_k a_kg^k$ with $a_0\ne0$ has the reciprocal $\sum_k b_kg^k$, where
$$b_0=\frac1{a_0},\qquad b_k=-\frac1{a_0}\sum_{j=1}^{k}a_jb_{k-j}\quad(k\ge1).$$
Hence $\det S$ is invertible, and $R=(\det S)^{-1}\operatorname{adj}S$.

The proof turns on the Mathlib lemma `PowerSeries.isUnit_iff_constantCoeff`: a power series is invertible exactly when its constant coefficient is. Taking the constant coefficient respects sums and products, so `RingHom.map_det` can move it inside the determinant, where (c) identifies the matrix. A question about infinitely many orders thereby becomes one about $\det(w-K)$. Lean's `⁻¹` is defined even for singular matrices, and this result is what makes it a true inverse in `propagator`.

```lean
/-- If `w - K` is invertible and `C` starts at first order, then `w - K - C` is invertible
as a matrix of power series in `g`. -/
theorem isUnit_secular (hw : IsUnit (w • (1 : Matrix n n ℂ) - K)) (hC : C 0 = 0) :
    IsUnit (secular w K C) := by
  -- the determinant is a power series whose constant term is `det (w - K)`
  have h : (PowerSeries.constantCoeff (R := ℂ)).mapMatrix (secular w K C) =
      w • (1 : Matrix n n ℂ) - K :=
    Eq.trans (by ext i j; simp [coeffAt]) (coeffAt_zero_secular hC)
  rw [Matrix.isUnit_iff_isUnit_det, PowerSeries.isUnit_iff_constantCoeff,
    RingHom.map_det, h]
  exact (Matrix.isUnit_iff_isUnit_det _).mp hw
```

## (e) A recursion for the resolvent

Under the same assumptions, show that for all $k\ge0$
$$R_0=G_0,\qquad R_{k+1}=G_0\sum_{p+q=k}C_{p+1}R_q.$$

**Solution.** Compare orders in $SR=1$ using (b). Order zero reads $DR_0=1$, so $R_0=G_0$. For the higher orders, $[S]_{j}=-C_{j}$ when $j\ge1$, and the right-hand side vanishes:
$$DR_{k+1}-\sum_{p+q=k}C_{p+1}R_q=0.$$
Multiply from the left by $G_0$. In the code, `hsucc` supplies $[S]_{k+1}=-C_{k+1}$, and `Finset.Nat.sum_antidiagonal_succ` splits off the term containing $D$.

```lean
/-- Dyson recursion: if `w - K` is invertible and `C` starts at first order, the resolvent
`R = (w - K - C)⁻¹` has `R₀ = G₀` and `R_{k+1} = G₀ (C₁ R_k + C₂ R_{k-1} + ... + C_{k+1} R₀)`. -/
theorem dyson (hw : IsUnit (w • (1 : Matrix n n ℂ) - K)) (hC : C 0 = 0) :
    coeffAt 0 (secular w K C)⁻¹ = G₀ w K ∧
    ∀ k, coeffAt (k + 1) (secular w K C)⁻¹ = G₀ w K *
      ∑ p ∈ antidiagonal k, C (p.1 + 1) * coeffAt p.2 (secular w K C)⁻¹ := by
  have hS : secular w K C * (secular w K C)⁻¹ = 1 :=
    Matrix.mul_nonsing_inv _ ((Matrix.isUnit_iff_isUnit_det _).mp (isUnit_secular hw hC))
  have hG : G₀ w K * (w • (1 : Matrix n n ℂ) - K) = 1 :=
    Matrix.nonsing_inv_mul _ ((Matrix.isUnit_iff_isUnit_det _).mp hw)
  have hsucc : ∀ k, coeffAt (k + 1) (secular w K C) = -C (k + 1) := by
    intro k
    ext i j
    change PowerSeries.coeff (k + 1) (PowerSeries.C ((w • (1 : Matrix n n ℂ) - K) i j) -
      PowerSeries.mk fun k => C k i j) = _
    rw [map_sub, PowerSeries.coeff_C, PowerSeries.coeff_mk, if_neg (Nat.succ_ne_zero k)]
    exact zero_sub _
  constructor
  · have h := coeffAt_mul 0 (secular w K C) (secular w K C)⁻¹
    have h1 : coeffAt 0 (1 : Matrix n n ℂ⟦X⟧) = 1 := by
      ext i j
      by_cases hij : i = j
      · change PowerSeries.coeff 0 ((1 : Matrix n n ℂ⟦X⟧) i j) = (1 : Matrix n n ℂ) i j
        rw [Matrix.one_apply, Matrix.one_apply, if_pos hij, if_pos hij]
        simp
      · simp [coeffAt, hij]
    rw [hS, h1, Finset.Nat.antidiagonal_zero, Finset.sum_singleton] at h
    change 1 = coeffAt 0 (secular w K C) * coeffAt 0 (secular w K C)⁻¹ at h
    rw [coeffAt_zero_secular hC] at h
    rw [← Matrix.one_mul (coeffAt 0 (secular w K C)⁻¹), ← hG, Matrix.mul_assoc, ← h,
      Matrix.mul_one]
  · intro k
    -- compare the coefficients of `g ^ (k + 1)` in `(w - K - C) R = 1`
    have h := coeffAt_mul (k + 1) (secular w K C) (secular w K C)⁻¹
    have h1 : coeffAt (k + 1) (1 : Matrix n n ℂ⟦X⟧) = 0 := by
      ext i j
      by_cases hij : i = j <;> simp [coeffAt, hij, PowerSeries.coeff_one]
    rw [hS, h1, Finset.Nat.sum_antidiagonal_succ] at h
    simp only [hsucc, coeffAt_zero_secular hC, Matrix.neg_mul, Finset.sum_neg_distrib] at h
    have h2 := eq_of_sub_eq_zero ((sub_eq_add_neg _ _).trans h.symm)
    rw [← h2, ← Matrix.mul_assoc, hG, Matrix.one_mul]
```

## (f) The first-order propagator

Under the same assumptions, show that
$$[P]_1=f_1^\dagger G_0f_0+f_0^\dagger G_0f_1+f_0^\dagger G_0C_1G_0f_0.$$

**Solution.** Applying (b) twice gives
$$[P]_k=\sum_{a+b+c=k}f_a^\dagger R_bf_c.$$
For $k=1$ the order sits in $f^\dagger$, in $f$ or in $R$, so
$$[P]_1=f_1^\dagger R_0f_0+f_0^\dagger R_0f_1+f_0^\dagger R_1f_0.$$
By (e), $R_0=G_0$ and $R_1=G_0C_1R_0=G_0C_1G_0$. Lean calls these `r0` and `r1`, expands the sums with `simp`, and matches the order of the terms with `abel`.

```lean
/-- The first-order term of the ADC propagator, for `w - K` invertible and `C` starting at first
order. -/
theorem propagator_first_order (hw : IsUnit (w • (1 : Matrix n n ℂ) - K)) (hC : C 0 = 0)
    (f : ℕ → Matrix n m ℂ) :
    coeffAt 1 (propagator w K C f) =
      (f 1)ᴴ * G₀ w K * f 0 + (f 0)ᴴ * G₀ w K * f 1
        + (f 0)ᴴ * G₀ w K * C 1 * G₀ w K * f 0 := by
  obtain ⟨r0, r⟩ := dyson hw hC
  have r1 := r 0
  simp only [Finset.Nat.antidiagonal_zero, Finset.sum_singleton, zero_add, r0] at r1
  simp only [propagator, coeffAt_mul, coeffAt_series,
    Finset.Nat.sum_antidiagonal_eq_sum_range_succ_mk]
  simp [Finset.sum_range_succ, r0, r1, Matrix.add_mul, Matrix.mul_assoc]
  abel
```

## (g) The second-order propagator

Under the same assumptions, show that
$$\begin{aligned}[P]_2={}&f_2^\dagger G_0f_0+f_0^\dagger G_0f_2+f_1^\dagger G_0f_1\\&+f_1^\dagger G_0C_1G_0f_0+f_0^\dagger G_0C_1G_0f_1\\&+f_0^\dagger G_0(C_2+C_1G_0C_1)G_0f_0.\end{aligned}$$

**Solution.** The recursion gives
$$R_2=G_0(C_1R_1+C_2R_0)=G_0(C_2+C_1G_0C_1)G_0.$$
Six triples $(a,b,c)$ add up to 2:
$$\begin{aligned}[P]_2={}&f_2^\dagger R_0f_0+f_0^\dagger R_0f_2+f_1^\dagger R_0f_1\\&+f_1^\dagger R_1f_0+f_0^\dagger R_1f_1+f_0^\dagger R_2f_0.\end{aligned}$$
Insert $R_0$, $R_1$ and $R_2$. The Lean proof is that of (f) with `r2` added.

In electronic-structure theory, ADC(1) and ADC(2) choose $C$ and $f$ by matching such coefficients to diagrammatic perturbation theory; the formulas here supply the algebraic side of that matching for a finite configuration space. The diagrams are not evaluated. An ADC(2) calculation then keeps the inverse $(w-K-C)^{-1}$ unexpanded, so $[P]_2$ is the quantity to be matched and not the whole ADC(2) propagator.

```lean
/-- The second-order term of the ADC propagator, for `w - K` invertible and `C` starting at first
order. -/
theorem propagator_second_order (hw : IsUnit (w • (1 : Matrix n n ℂ) - K)) (hC : C 0 = 0)
    (f : ℕ → Matrix n m ℂ) :
    coeffAt 2 (propagator w K C f) =
      (f 2)ᴴ * G₀ w K * f 0 + (f 0)ᴴ * G₀ w K * f 2 + (f 1)ᴴ * G₀ w K * f 1
        + (f 1)ᴴ * G₀ w K * C 1 * G₀ w K * f 0 + (f 0)ᴴ * G₀ w K * C 1 * G₀ w K * f 1
        + (f 0)ᴴ * G₀ w K * (C 2 + C 1 * G₀ w K * C 1) * G₀ w K * f 0 := by
  obtain ⟨r0, r⟩ := dyson hw hC
  have r1 := r 0
  simp only [Finset.Nat.antidiagonal_zero, Finset.sum_singleton, zero_add, r0] at r1
  have r2 := r 1
  simp only [Finset.Nat.sum_antidiagonal_eq_sum_range_succ_mk] at r2
  simp [Finset.sum_range_succ, r0, r1] at r2
  simp only [propagator, coeffAt_mul, coeffAt_series,
    Finset.Nat.sum_antidiagonal_eq_sum_range_succ_mk]
  simp [Finset.sum_range_succ, r0, r1, r2, Matrix.add_mul, Matrix.mul_add, Matrix.mul_assoc]
  abel
```

## (h) Truncating the interaction and the amplitudes

Let $D$ be invertible and $C_0=0$. Suppose $C_k=C'_k$ and $f_k=f'_k$ for all $k\le N$, and let $P'$ be built from $C'$ and $f'$ with the same $w$ and $K$. Show that
$$[P]_k=[P']_k\qquad(k\le N).$$

**Solution.** Let $R'$ be the resolvent for $C'$; since $C'_0=C_0=0$, (e) applies to it as well. First, $R_0=G_0=R'_0$. If the resolvents agree below order $j+1\le N$, the recursion for $R_{j+1}$ involves only $C_1,\dots,C_{j+1}$ and $R_0,\dots,R_j$, all of which agree with their primed partners. By strong induction $R_j=R'_j$ for $j\le N$. Every term $f_a^\dagger R_bf_c$ of $[P]_k$ has $a,b,c\le k\le N$, so the sums coincide. In Lean the induction is `hR`, and `omega` checks the index bounds.

```lean
/-- For `w - K` invertible and `C` starting at first order, interactions and amplitudes that agree
through order `N` give propagators that agree through order `N`. -/
theorem propagator_truncation (hw : IsUnit (w • (1 : Matrix n n ℂ) - K)) (hC : C 0 = 0)
    {f f' : ℕ → Matrix n m ℂ} {N : ℕ} (hCC : ∀ k ≤ N, C k = C' k)
    (hff : ∀ k ≤ N, f k = f' k) {k : ℕ} (hk : k ≤ N) :
    coeffAt k (propagator w K C f) = coeffAt k (propagator w K C' f') := by
  have hC' : C' 0 = 0 := (hCC 0 (Nat.zero_le N)).symm.trans hC
  -- the Dyson recursion for order `j` only sees interactions up to order `j`
  have hR : ∀ j ≤ N, coeffAt j (secular w K C)⁻¹ = coeffAt j (secular w K C')⁻¹ := by
    intro j
    induction j using Nat.strong_induction_on with
    | _ j ih =>
      intro hj
      cases j with
      | zero => rw [(dyson hw hC).1, (dyson hw hC').1]
      | succ j =>
        rw [(dyson hw hC).2, (dyson hw hC').2]
        congr 1
        refine Finset.sum_congr rfl fun p hp => ?_
        have hp' := mem_antidiagonal.mp hp
        rw [hCC (p.1 + 1) (by omega), ih p.2 (by omega) (by omega)]
  simp only [propagator, coeffAt_mul, coeffAt_series]
  refine Finset.sum_congr rfl fun p hp => ?_
  have hp' := mem_antidiagonal.mp hp
  rw [hff p.2 (by omega)]
  congr 1
  refine Finset.sum_congr rfl fun q hq => ?_
  have hq' := mem_antidiagonal.mp hq
  rw [hff q.1 (by omega), hR q.2 (by omega)]
```

## (i) Recovering the interaction from the propagator

Let $D$ be invertible, $C_0=C'_0=0$, and the number of channels finite. Both propagators use the same amplitudes $f$, and some matrix $e$ satisfies $f_0e=1$. Given $[P]_1=[P']_1$ and $[P]_2=[P']_2$ at the one frequency $w$, show that
$$C_1=C'_1,\qquad C_2=C'_2.$$

**Solution.** In (f) the terms without $C_1$ cancel, which leaves
$$f_0^\dagger G_0(C_1-C'_1)G_0f_0=0.$$
Multiply by $e^\dagger$ from the left and $e$ from the right. Since $e^\dagger f_0^\dagger=(f_0e)^\dagger=1$, this gives $G_0(C_1-C'_1)G_0=0$, and multiplying by $D$ on both sides gives $C_1=C'_1$. In (g) every term without $C_2$ now cancels, and the same steps give $C_2=C'_2$. The code's `strip` removes the outer factors for an arbitrary matrix $A$.

The condition $f_0e=1$ means that the rows of $f_0$ are linearly independent: no nonzero combination of configurations is dark in every channel at zeroth order. A particle-hole space with $f_0=1$ satisfies it. Double excitations whose amplitudes start at first order give zero rows in $f_0$ and violate it, so the result does not cover the usual ADC(2) space of single and double excitations.

```lean
/-- For given amplitudes whose `f 0` has a right inverse, `w - K` invertible and interactions
starting at first order, orders one and two of the propagator at `w` fix `C 1` and `C 2`. -/
theorem interaction_unique [Fintype m] (hw : IsUnit (w • (1 : Matrix n n ℂ) - K))
    (hC : C 0 = 0) (hC' : C' 0 = 0) {f : ℕ → Matrix n m ℂ} {e : Matrix m n ℂ}
    (he : f 0 * e = 1)
    (h1 : coeffAt 1 (propagator w K C f) = coeffAt 1 (propagator w K C' f))
    (h2 : coeffAt 2 (propagator w K C f) = coeffAt 2 (propagator w K C' f)) :
    C 1 = C' 1 ∧ C 2 = C' 2 := by
  have hdet := (Matrix.isUnit_iff_isUnit_det _).mp hw
  have hDG : (w • (1 : Matrix n n ℂ) - K) * G₀ w K = 1 := Matrix.mul_nonsing_inv _ hdet
  have hGD : G₀ w K * (w • (1 : Matrix n n ℂ) - K) = 1 := Matrix.nonsing_inv_mul _ hdet
  -- strip the outer amplitudes and free resolvents
  have strip : ∀ A : Matrix n n ℂ, (w • (1 : Matrix n n ℂ) - K) *
      (eᴴ * ((f 0)ᴴ * G₀ w K * A * G₀ w K * f 0) * e) * (w • (1 : Matrix n n ℂ) - K) = A := by
    intro A
    have s : eᴴ * ((f 0)ᴴ * G₀ w K * A * G₀ w K * f 0) * e =
        (f 0 * e)ᴴ * (G₀ w K * A * G₀ w K) * (f 0 * e) := by
      simp only [Matrix.conjTranspose_mul, Matrix.mul_assoc]
    rw [s, he, Matrix.conjTranspose_one, Matrix.one_mul, Matrix.mul_one]
    calc _ = ((w • (1 : Matrix n n ℂ) - K) * G₀ w K) * A *
          (G₀ w K * (w • (1 : Matrix n n ℂ) - K)) := by simp only [Matrix.mul_assoc]
      _ = A := by rw [hDG, hGD, Matrix.one_mul, Matrix.mul_one]
  rw [propagator_first_order hw hC, propagator_first_order hw hC'] at h1
  have c1 : C 1 = C' 1 := by
    rw [← strip (C 1), add_left_cancel h1, strip]
  rw [propagator_second_order hw hC, propagator_second_order hw hC', ← c1] at h2
  have c2 : C 2 + C 1 * G₀ w K * C 1 = C' 2 + C 1 * G₀ w K * C 1 := by
    rw [← strip (C 2 + C 1 * G₀ w K * C 1), add_left_cancel h2, strip]
  exact ⟨c1, add_right_cancel c2⟩

end

end AlgebraicDiagrammaticConstruction
```

```lean
#print axioms AlgebraicDiagrammaticConstruction.propagator_second_order
#print axioms AlgebraicDiagrammaticConstruction.propagator_truncation
#print axioms AlgebraicDiagrammaticConstruction.interaction_unique
```

```
'AlgebraicDiagrammaticConstruction.propagator_second_order' depends on axioms: [propext, Classical.choice, Quot.sound]
'AlgebraicDiagrammaticConstruction.propagator_truncation' depends on axioms: [propext, Classical.choice, Quot.sound]
'AlgebraicDiagrammaticConstruction.interaction_unique' depends on axioms: [propext, Classical.choice, Quot.sound]
```
